# The Cluster Exponential of Commuting Square-Zero Excitations Is a Product of Fragment Factors

## Two fragments, one excitation each

Let x excite one fragment and y another. Neither excitation can be made twice, so x² = 0 and y² = 0, and they act on different fragments, so xy = yx. For T = x + y this gives

T² = x² + xy + yx + y² = 2xy,

T³ = 2(x + y)xy = 0.

The exponential series therefore ends at second order, and what remains is a product:

1 + T + T²/2 = 1 + x + y + xy = (1 + x)(1 + y).

The term xy excites both fragments at once. It comes from T²/2, although T itself contains only single-fragment excitations. A series stopped at first order loses it.

## Additive amplitudes and a multiplicative wave operator

Coupled-cluster theory writes the wave operator as the exponential of a cluster operator T. For non-interacting fragments with one square-zero excitation each, the result below shows that an additive T gives a multiplicative wave operator. This is one ingredient in the size consistency of coupled-cluster energies, which are not treated here.

The truncation studied here is that of the exponential series. Restricting T to, say, single and double excitations while keeping its full exponential is a different approximation.

## The statement for N excitations

Let K be a field of characteristic zero and A an algebra over K, possibly noncommutative. Take excitations τ_0, …, τ_(N−1) in A that commute pairwise and satisfy τ_i² = 0, and amplitudes t_0, …, t_(N−1) in K. Define

T = Σ_i t_i τ_i,

E_M(T) = Σ_(k=0..M) T^k / k!,

W = (1 + t_0 τ_0) ⋯ (1 + t_(N−1) τ_(N−1)),

F = (t_0 τ_0) ⋯ (t_(N−1) τ_(N−1)).

Then

T^(N+1) = 0, T^N = N! F, E_N(T) = W.

For N + 1 excitations, stopping at order N leaves out exactly F:

W = E_N(T) + F.

The shorter series is thus exact if and only if F = 0. This happens when an amplitude vanishes or when the product of all the τ_i is zero.

The smallest case of this last formula is a single excitation, N = 0. The series stopped at order zero is 1, the wave operator is 1 + t_0 τ_0, and the missing term is t_0 τ_0.

## Derivation by adding one fragment at a time

**Powers.** Let x commute with T and let x² = 0. Then for every k ≥ 0

(x + T)^(k+1) = T^(k+1) + (k+1) x T^k.

For k = 0 both sides are x + T. If the formula holds for k, multiply it from the left by x + T:

(x + T)^(k+2) = x T^(k+1) + T^(k+2) + (k+1) x² T^k + (k+1) T x T^k.

The third term vanishes, and T x T^k = x T^(k+1). The two terms with one x add up to (k+2) x T^(k+1), as required.

**Series.** Divide the power formula by (k+1)!. Since (k+1)/(k+1)! = 1/k!, summing over k = 0, …, M and adding the zeroth-order term 1 gives

E_(M+1)(x + T) = E_(M+1)(T) + x E_M(T).

**Induction on the number of excitations.** With no excitations, T = 0 and the empty products W and F are 1, so all three claims hold. For N + 1 excitations, write T = x + T′ with x = t_0 τ_0, and let W′ and F′ belong to the remaining N excitations. The induction hypothesis gives T′^(N+1) = 0, T′^N = N! F′ and E_N(T′) = W′. Hence

T^(N+2) = T′^(N+2) + (N+2) x T′^(N+1) = 0,

T^(N+1) = T′^(N+1) + (N+1) x T′^N = (N+1)! x F′ = (N+1)! F.

In the series for T′ the term of order N + 1 is zero, so E_(N+1)(T′) = E_N(T′), and

E_(N+1)(T) = E_(N+1)(T′) + x E_N(T′) = (1 + x) W′ = W.

**The last term.** For N + 1 excitations, E_(N+1)(T) = E_N(T) + T^(N+1)/(N+1)!. The left side is W and the last term is F, which gives the truncation formula. Cancelling E_N(T) gives the criterion for exactness.

## Raising and lowering do not commute

Square-zero operators that fail to commute need not give a nilpotent T. On one two-level system, let x raise and y lower, with both amplitudes equal to one. Then x² = y² = 0, but xy + yx = 1, so

T² = 1 and T³ = T ≠ 0.

The factorisation fails too: 1 + T + T²/2 = 3/2 + T, whereas (1 + x)(1 + y) = 1 + T + xy, and xy is the projector on the upper level, not half the identity.

## The objects in Lean

The excitations are a function `τ : Fin N → A` and the amplitudes a function `t : Fin N → K`, with indices starting at 0. Choosing ℚ for K gives a rational algebra; ℂ is the usual choice in quantum mechanics. The definitions `clusterOp`, `separableWave` and `fullExcitation` are T, W and F. The last two are list products with index 0 on the left, because A need not be commutative. `expTrunc K M T` is E_M(T), with order M included.

The hypothesis `hc` says that all pairs of excitations commute, and `h2` that each squares to zero. They stand for excitations on separate fragments, none of which can be repeated, but they are assumed and not derived from fermionic operators. `CharZero K` makes every factorial invertible; the two theorems about powers of T do without it.

There is no Hamiltonian, reference state, amplitude equation or energy in the model. The amplitudes are arbitrary given numbers, and factorisation of the wave operator by itself says nothing about how to compute them.

```lean
import Mathlib

open Finset
open scoped Kronecker

namespace SeparableCluster

noncomputable section

variable {K A : Type*} [Field K] [Ring A] [Algebra K A] {N : ℕ}

/-- The cluster operator `T = ∑ t i • τ i` with amplitudes `t` and excitations `τ`. -/
def clusterOp (t : Fin N → K) (τ : Fin N → A) : A := ∑ i, t i • τ i

/-- The exponential series of `T` up to and including order `M`, over a field `K` of
characteristic zero. -/
def expTrunc (K : Type*) {A : Type*} [Field K] [Ring A] [Algebra K A] (M : ℕ) (T : A) : A :=
  ∑ k ∈ range (M + 1), (k.factorial : K)⁻¹ • T ^ k

/-- The separable wave operator: the ordered product of the factors `1 + t i • τ i`. -/
def separableWave (t : Fin N → K) (τ : Fin N → A) : A :=
  (List.ofFn fun i => 1 + t i • τ i).prod

/-- The simultaneous excitation of all fragments: the ordered product of the `t i • τ i`. -/
def fullExcitation (t : Fin N → K) (τ : Fin N → A) : A :=
  (List.ofFn fun i => t i • τ i).prod

/-- The cluster operator is the excitation of the first fragment plus the cluster operator
of the remaining ones. -/
theorem clusterOp_succ (t : Fin (N + 1) → K) (τ : Fin (N + 1) → A) :
    clusterOp t τ = t 0 • τ 0 + clusterOp (fun i => t i.succ) (fun i => τ i.succ) := by
  unfold clusterOp
  exact Fin.sum_univ_succ _

/-- An operator that commutes with every excitation commutes, after scaling, with the
cluster operator. -/
theorem commute_clusterOp (c : K) (x : A) (t : Fin N → K) (τ : Fin N → A)
    (h : ∀ i, Commute x (τ i)) : Commute (c • x) (clusterOp t τ) := by
  unfold clusterOp
  exact Commute.sum_right _ _ _ fun i _ => ((h i).smul_left c).smul_right (t i)

/-- If `x` squares to zero and commutes with `T`, each power of `x + T` contains `x` at most
once. -/
theorem pow_add_excitation (K : Type*) {A : Type*} [Field K] [Ring A] [Algebra K A]
    {x T : A} (hc : Commute x T) (hx : x ^ 2 = 0) (k : ℕ) :
    (x + T) ^ (k + 1) = T ^ (k + 1) + ((k : K) + 1) • (x * T ^ k) := by
  induction k with
  | zero =>
    simp only [Nat.cast_zero, zero_add, pow_one, pow_zero, mul_one, one_smul]
    exact add_comm x T
  | succ k ih =>
    -- a second `x` kills the term, and `T` moves past the first one
    have h1 : x * (x * T ^ k) = 0 := by rw [← mul_assoc, ← pow_two, hx, zero_mul]
    have h2 : T * (x * T ^ k) = x * T ^ (k + 1) := by
      rw [← mul_assoc, ← hc.eq, mul_assoc, ← pow_succ']
    rw [pow_succ' (x + T), ih, add_mul, mul_add, mul_add, mul_smul_comm, mul_smul_comm,
      h1, h2, smul_zero, ← pow_succ' T (k + 1)]
    push_cast
    module

/-- Adding to `T` a commuting excitation `x` with `x ^ 2 = 0` adds to the truncated
exponential `x` times the exponential truncated one order lower. -/
theorem expTrunc_add [CharZero K] {x T : A} (hc : Commute x T) (hx : x ^ 2 = 0) (M : ℕ) :
    expTrunc K (M + 1) (x + T) = expTrunc K (M + 1) T + x * expTrunc K M T := by
  have h : ∀ k : ℕ, ((k + 1).factorial : K)⁻¹ • (x + T) ^ (k + 1)
      = ((k + 1).factorial : K)⁻¹ • T ^ (k + 1) + x * ((k.factorial : K)⁻¹ • T ^ k) := by
    intro k
    -- the factor `k + 1` lowers the factorial
    have hk : ((k + 1).factorial : K)⁻¹ * ((k : K) + 1) = (k.factorial : K)⁻¹ := by
      have h1 : (k : K) + 1 ≠ 0 := by exact_mod_cast Nat.succ_ne_zero k
      have h2 : (k.factorial : K) ≠ 0 := by exact_mod_cast k.factorial_ne_zero
      rw [Nat.factorial_succ]
      push_cast
      field_simp
    rw [pow_add_excitation K hc hx, smul_add, smul_smul, hk, mul_smul_comm]
  unfold expTrunc
  rw [Finset.sum_range_succ' _ (M + 1), Finset.sum_range_succ' _ (M + 1), Finset.mul_sum]
  simp only [h, Finset.sum_add_distrib, pow_zero]
  exact add_right_comm _ _ _

/-- For `N` commuting excitations that square to zero, the cluster operator satisfies
`T ^ (N + 1) = 0`. -/
theorem clusterOp_pow_eq_zero (t : Fin N → K) (τ : Fin N → A)
    (hc : ∀ i j, Commute (τ i) (τ j)) (h2 : ∀ i, τ i ^ 2 = 0) :
    clusterOp t τ ^ (N + 1) = 0 := by
  induction N with
  | zero => simp [clusterOp]
  | succ N ih =>
    have h := ih (fun i => t i.succ) (fun i => τ i.succ) (fun i j => hc _ _) (fun i => h2 _)
    rw [clusterOp_succ, pow_add_excitation K (commute_clusterOp _ _ _ _ fun i => hc _ _)
      (by rw [smul_pow, h2, smul_zero]), pow_succ, h, zero_mul, mul_zero, smul_zero, add_zero]

/-- For `N` commuting excitations that square to zero, `T ^ N` is `N!` times the simultaneous
excitation of all fragments. -/
theorem clusterOp_pow_top (t : Fin N → K) (τ : Fin N → A)
    (hc : ∀ i j, Commute (τ i) (τ j)) (h2 : ∀ i, τ i ^ 2 = 0) :
    clusterOp t τ ^ N = (N.factorial : K) • fullExcitation t τ := by
  induction N with
  | zero => simp [fullExcitation]
  | succ N ih =>
    have h := ih (fun i => t i.succ) (fun i => τ i.succ) (fun i j => hc _ _) (fun i => h2 _)
    have h0 := clusterOp_pow_eq_zero (fun i => t i.succ) (fun i => τ i.succ)
      (fun i j => hc _ _) (fun i => h2 _)
    have hp : fullExcitation t τ
        = (t 0 • τ 0) * fullExcitation (fun i => t i.succ) (fun i => τ i.succ) := by
      unfold fullExcitation
      rw [List.ofFn_succ, List.prod_cons]
    rw [clusterOp_succ, pow_add_excitation K (commute_clusterOp _ _ _ _ fun i => hc _ _)
      (by rw [smul_pow, h2, smul_zero]), h0, h, zero_add, mul_smul_comm, smul_smul, hp,
      Nat.factorial_succ, Nat.cast_mul, Nat.cast_add, Nat.cast_one]

/-- For `N` commuting excitations that square to zero, the exponential of the cluster operator
through order `N` is the product of the fragment factors `1 + t i • τ i`. -/
theorem expTrunc_eq_separableWave [CharZero K] (t : Fin N → K) (τ : Fin N → A)
    (hc : ∀ i j, Commute (τ i) (τ j)) (h2 : ∀ i, τ i ^ 2 = 0) :
    expTrunc K N (clusterOp t τ) = separableWave t τ := by
  induction N with
  | zero => simp [expTrunc, separableWave]
  | succ N ih =>
    have h := ih (fun i => t i.succ) (fun i => τ i.succ) (fun i j => hc _ _) (fun i => h2 _)
    have h0 := clusterOp_pow_eq_zero (fun i => t i.succ) (fun i => τ i.succ)
      (fun i j => hc _ _) (fun i => h2 _)
    -- the remaining fragments have no contribution of order `N + 1`
    have hs : expTrunc K (N + 1) (clusterOp (fun i => t i.succ) (fun i => τ i.succ))
        = expTrunc K N (clusterOp (fun i => t i.succ) (fun i => τ i.succ)) := by
      unfold expTrunc
      rw [Finset.sum_range_succ _ (N + 1), h0, smul_zero, add_zero]
    have hp : separableWave t τ
        = (1 + t 0 • τ 0) * separableWave (fun i => t i.succ) (fun i => τ i.succ) := by
      unfold separableWave
      rw [List.ofFn_succ, List.prod_cons]
    rw [clusterOp_succ, expTrunc_add (commute_clusterOp _ _ _ _ fun i => hc _ _)
      (by rw [smul_pow, h2, smul_zero]), hs, h, hp, add_mul, one_mul]

/-- For `N + 1` commuting excitations that square to zero, the exponential series stopped at
order `N` misses exactly the simultaneous excitation of all fragments. -/
theorem separableWave_eq_add [CharZero K] (t : Fin (N + 1) → K) (τ : Fin (N + 1) → A)
    (hc : ∀ i j, Commute (τ i) (τ j)) (h2 : ∀ i, τ i ^ 2 = 0) :
    separableWave t τ = expTrunc K N (clusterOp t τ) + fullExcitation t τ := by
  have hf : ((N + 1).factorial : K) ≠ 0 := by exact_mod_cast (N + 1).factorial_ne_zero
  rw [← expTrunc_eq_separableWave t τ hc h2]
  unfold expTrunc
  rw [Finset.sum_range_succ _ (N + 1), clusterOp_pow_top t τ hc h2, smul_smul,
    inv_mul_cancel₀ hf, one_smul]

/-- For `N + 1` commuting excitations that square to zero, the series stopped at order `N` is
the separable wave operator if and only if the simultaneous excitation vanishes. -/
theorem expTrunc_exact_iff [CharZero K] (t : Fin (N + 1) → K) (τ : Fin (N + 1) → A)
    (hc : ∀ i j, Commute (τ i) (τ j)) (h2 : ∀ i, τ i ^ 2 = 0) :
    expTrunc K N (clusterOp t τ) = separableWave t τ ↔ fullExcitation t τ = 0 := by
  rw [separableWave_eq_add t τ hc h2]
  exact ⟨fun h => add_left_cancel (h.symm.trans (add_zero _).symm),
    fun h => by rw [h, add_zero]⟩

/-- The raising matrix of a two-level fragment. -/
def raise : Matrix (Fin 2) (Fin 2) ℚ := !![0, 0; 1, 0]

/-- The excitations of two two-level fragments, each acting on its own tensor factor. -/
def pairExcitation : Fin 2 → Matrix (Fin 2 × Fin 2) (Fin 2 × Fin 2) ℚ :=
  ![raise ⊗ₖ (1 : Matrix (Fin 2) (Fin 2) ℚ), (1 : Matrix (Fin 2) (Fin 2) ℚ) ⊗ₖ raise]

/-- The excitations of two two-level fragments commute and square to zero, and their product
is nonzero. -/
theorem pairExcitation_witness :
    (∀ i j, Commute (pairExcitation i) (pairExcitation j)) ∧
      (∀ i, pairExcitation i ^ 2 = 0) ∧ pairExcitation 0 * pairExcitation 1 ≠ 0 := by
  have hr : raise * raise = 0 := by
    ext i j
    fin_cases i <;> fin_cases j <;> simp [raise]
  have h01 : (raise ⊗ₖ (1 : Matrix (Fin 2) (Fin 2) ℚ))
      * ((1 : Matrix (Fin 2) (Fin 2) ℚ) ⊗ₖ raise) = raise ⊗ₖ raise := by
    rw [← Matrix.mul_kronecker_mul, mul_one, one_mul]
  have h10 : ((1 : Matrix (Fin 2) (Fin 2) ℚ) ⊗ₖ raise)
      * (raise ⊗ₖ (1 : Matrix (Fin 2) (Fin 2) ℚ)) = raise ⊗ₖ raise := by
    rw [← Matrix.mul_kronecker_mul, mul_one, one_mul]
  refine ⟨?_, ?_, ?_⟩
  · intro i j
    fin_cases i <;> fin_cases j
    · exact Commute.refl _
    · exact h01.trans h10.symm
    · exact h10.trans h01.symm
    · exact Commute.refl _
  · intro i
    fin_cases i
    · show (raise ⊗ₖ (1 : Matrix (Fin 2) (Fin 2) ℚ)) ^ 2 = 0
      rw [pow_two, ← Matrix.mul_kronecker_mul, hr, Matrix.zero_kronecker]
    · show ((1 : Matrix (Fin 2) (Fin 2) ℚ) ⊗ₖ raise) ^ 2 = 0
      rw [pow_two, ← Matrix.mul_kronecker_mul, hr, Matrix.kronecker_zero]
  · intro h
    have h' : raise ⊗ₖ raise = 0 := h01.symm.trans h
    -- the matrix element from both fragments down to both fragments up is one
    have h1 := congrFun (congrFun h' (1, 1)) (0, 0)
    simp [raise, Matrix.kroneckerMap_apply] at h1

end

end SeparableCluster
```

```lean
#print axioms SeparableCluster.expTrunc_eq_separableWave
#print axioms SeparableCluster.expTrunc_exact_iff
```

```
'SeparableCluster.expTrunc_eq_separableWave' depends on axioms: [propext, Classical.choice, Quot.sound]
'SeparableCluster.expTrunc_exact_iff' depends on axioms: [propext, Classical.choice, Quot.sound]
```

## From the power formula to the truncation error

`clusterOp_succ` splits off the excitation with index 0, and `commute_clusterOp` shows that it commutes with the rest of the sum.

`pow_add_excitation` is the power formula. In its induction step, `h1` removes the term with two factors x and `h2` moves T past x. The closing `module` collects the coefficients k + 1 and 1 into k + 2.

`expTrunc_add` is the recursion for the series. Its inner statement `h` treats one order at a time, and `hk` is the identity (k+1)/(k+1)! = 1/k!. `Finset.sum_range_succ'` separates the zeroth-order term, after which the sums match order by order.

The theorems `clusterOp_pow_eq_zero`, `clusterOp_pow_top` and `expTrunc_eq_separableWave` carry out the three inductions. Each applies its induction hypothesis to the shifted functions `fun i => t i.succ` and `fun i => τ i.succ`, which describe the remaining fragments. In the third, `hs` drops the vanishing term of order N + 1 and `hp` takes the first factor out of the product.

`separableWave_eq_add` replaces W by the full series, splits off its last term and evaluates it with `clusterOp_pow_top`. `expTrunc_exact_iff` then follows by cancellation.

## Two two-level systems as an example

`pairExcitation_witness` shows that a concrete pair of matrices satisfies the hypotheses. `raise` takes level 0 to level 1, and the two excitations are `raise` on one tensor factor with the identity on the other. The rule for multiplying Kronecker products, `Matrix.mul_kronecker_mul`, gives `raise ⊗ₖ raise` for the product in either order, and zero for each square.

This product is nonzero because its matrix element from (0, 0) to (1, 1) is one. By the exactness criterion, a first-order series for this pair is therefore wrong whenever both amplitudes are nonzero.
